# A model whose energy falls steadily with basis size while its Hellmann–Feynman force takes any prescribed values

To test a basis before a structure optimization, one can enlarge it step by step and compare the forces from one size to the next along with the energies. In the finite one-particle model below, the energies say nothing about the outcome of the force comparison. Each added basis function lowers the energy by exactly one, while the force along a suitably chosen diagonal perturbation runs through any sequence of real numbers fixed in advance.

In Lean 4 with Mathlib:

```lean
import Mathlib

open Matrix Finset Topology

namespace ForceVersusBasisSize

noncomputable section

variable {n k : ℕ}
```

## The Hamiltonian and its perturbation

Let $v\in\mathbb R^n$ have all components equal to one, and let $H=-vv^{T}$. Every matrix element of $H$ is $-1$, so all basis functions are coupled equally. Components are numbered $i=0,\dots,n-1$, as in the code.

```lean
/-- The Hamiltonian `-v vᵀ` on `ℝⁿ`, where all components of `v` are one. -/
def hamiltonian (n : ℕ) : Matrix (Fin n) (Fin n) ℝ :=
  -vecMulVec (fun _ => 1) (fun _ => 1)
```

A parameter $t$, which stands for a nuclear displacement, changes the Hamiltonian to $H+tD$ with $D=\mathrm{diag}(d_0,\dots,d_{n-1})$. The entries come from one infinite sequence $d$, so a larger $n$ extends $D$ without changing the entries already there.

```lean
/-- The diagonal perturbation whose entries are the first `n` terms of `d`. -/
def perturbation (n : ℕ) (d : ℕ → ℝ) : Matrix (Fin n) (Fin n) ℝ :=
  Matrix.diagonal fun i => d i
```

For a real vector $x$ the quadratic form $x^{T}Ax$ is the expectation value $\langle A\rangle$ when $x$ is normalized.

```lean
/-- The quadratic form `xᵀ A x`, which is the expectation value of `A` if `x` is normalized. -/
def expect (A : Matrix (Fin n) (Fin n) ℝ) (x : Fin n → ℝ) : ℝ := x ⬝ᵥ A *ᵥ x
```

## Trial states, ground states and the variational energy

The $k$-th basis consists of the first $k$ unit vectors. Its trial states are the real vectors with $x_i=0$ for $i\ge k$ and $\sum_i x_i^2=1$. The basis is orthonormal and doesn't move with $t$, so there are no Pulay terms.

```lean
/-- The normalized vectors in the span of the first `k` unit vectors. -/
def trialStates (n k : ℕ) : Set (Fin n → ℝ) :=
  {x | (∀ i : Fin n, k ≤ i.val → x i = 0) ∧ x ⬝ᵥ x = 1}
```

A ground state in this basis is a trial state whose expectation value is no higher than that of any other trial state.

```lean
/-- A ground state in the `k`-th basis is a trial state of least energy. -/
def IsGround (A : Matrix (Fin n) (Fin n) ℝ) (k : ℕ) (x : Fin n → ℝ) : Prop :=
  x ∈ trialStates n k ∧ ∀ y ∈ trialStates n k, expect A x ≤ expect A y
```

The variational energy $E_k(t)$ is the infimum of $\langle H+tD\rangle$ over the trial states. In the code it is `energy`, applied to the matrix $H+tD$.

```lean
/-- The variational energy in the `k`-th basis, for `1 ≤ k ≤ n`: the infimum of the
expectation value over the trial states. -/
def energy (A : Matrix (Fin n) (Fin n) ℝ) (k : ℕ) : ℝ :=
  sInf (expect A '' trialStates n k)
```

The number that will turn out to be the energy derivative is the running mean $m=\frac1k\sum_{j<k}d_j$.

```lean
/-- The mean of the first `k` terms of `d`, for `k ≥ 1`. -/
def runningMean (d : ℕ → ℝ) (k : ℕ) : ℝ := (∑ j ∈ range k, d j) / k
```

## Sums over the uniform vector

Let $u_i=1$ for $i<k$ and $u_i=0$ otherwise. This vector is `flat n k`; the normalized state is $u/\sqrt k$.

```lean
/-- The vector with ones in the first `k` components and zeros elsewhere. -/
def flat (n k : ℕ) : Fin n → ℝ := fun i => if i.val < k then 1 else 0
```

Since the components are zero or one, $u_i^2=u_i$.

```lean
lemma flat_sq (i : Fin n) : flat n k i * flat n k i = flat n k i := by
  unfold flat
  split_ifs <;> norm_num
```

For $k\le n$, weighting with $u$ cuts a sum off after $k$ terms: $\sum_i g_iu_i=\sum_{j<k}g_j$.

```lean
lemma sum_flat (g : ℕ → ℝ) (hk : k ≤ n) :
    ∑ i : Fin n, g i * flat n k i = ∑ j ∈ range k, g j := by
  simp only [flat, mul_ite, mul_one, mul_zero]
  rw [Fin.sum_univ_eq_sum_range (fun j => if j < k then g j else 0) n, ← Finset.sum_filter]
  refine Finset.sum_congr ?_ (fun _ _ => rfl)
  ext j
  simp only [Finset.mem_filter, Finset.mem_range]
  omega
```

With $g=1$ this gives $\sum_i u_i=k$.

```lean
lemma sum_flat_one (hk : k ≤ n) : ∑ i, flat n k i = (k : ℝ) := by
  simpa using sum_flat (fun _ => 1) hk
```

## Expectation values in components

Write $S=\sum_i x_i$. Every component of $Hx$ equals $-S$, hence $\langle H\rangle=\sum_i x_i(-S)=-S^2$.

```lean
/-- For any real vector `x`, normalized or not, the quadratic form `xᵀ H x` is minus the square of
the sum of the components of `x`. -/
theorem expect_hamiltonian (x : Fin n → ℝ) :
    expect (hamiltonian n) x = -(∑ i, x i) ^ 2 := by
  have h : hamiltonian n *ᵥ x = fun _ => -(∑ i, x i) := by
    ext i
    simp [hamiltonian, Matrix.mulVec, dotProduct, vecMulVec_apply]
  rw [expect, h]
  change ∑ i, x i * -(∑ j, x j) = _
  rw [← Finset.sum_mul]
  ring
```

For the diagonal matrix, $\langle D\rangle=\sum_i d_ix_i^2$.

```lean
lemma expect_perturbation (d : ℕ → ℝ) (x : Fin n → ℝ) :
    expect (perturbation n d) x = ∑ i : Fin n, d i * x i ^ 2 := by
  simp only [expect, dotProduct, perturbation, Matrix.mulVec_diagonal]
  exact Finset.sum_congr rfl fun i _ => by ring
```

The expectation value is linear in the matrix: $\langle H+tD\rangle=\langle H\rangle+t\langle D\rangle$.

```lean
lemma expect_add_smul (A B : Matrix (Fin n) (Fin n) ℝ) (t : ℝ) (x : Fin n → ℝ) :
    expect (A + t • B) x = expect A x + t * expect B x := by
  simp only [expect, Matrix.add_mulVec, Matrix.smul_mulVec, dotProduct_add, dotProduct_smul,
    smul_eq_mul]
```

## Distance from the uniform vector

Let $x$ be a trial state and $c=S/k$, so that $cu$ is the projection of $x$ on $u$. Because $x$ vanishes beyond the first $k$ components, $x_iu_i=x_i$, and

$$\sum_i(x_i-cu_i)^2=1-2cS+c^2k=1-\frac{S^2}{k}.$$

The code first proves the middle expression for arbitrary $c$ (`h`), then inserts $c=S/k$.

```lean
/-- For `1 ≤ k ≤ n`, the squared distance of a trial state from its projection on the uniform
vector is `1 - (∑ x)² / k`. -/
theorem deviation (h0 : 0 < k) (hk : k ≤ n) {x : Fin n → ℝ} (hx : x ∈ trialStates n k) :
    ∑ i, (x i - (∑ j, x j) / k * flat n k i) ^ 2 = 1 - (∑ j, x j) ^ 2 / k := by
  have hk0 : (k : ℝ) ≠ 0 := by positivity
  have h1 : ∑ i, x i * x i = 1 := hx.2
  have hxf : ∀ i, x i * flat n k i = x i := by
    intro i
    by_cases h : i.val < k
    · simp [flat, h]
    · simp [flat, hx.1 i (by omega)]
  have h : ∀ c : ℝ, ∑ i, (x i - c * flat n k i) ^ 2 = 1 - 2 * c * ∑ j, x j + c ^ 2 * k := by
    intro c
    calc _ = ∑ i, (x i * x i - 2 * c * x i + c ^ 2 * flat n k i) :=
          Finset.sum_congr rfl fun i _ => by
            linear_combination (-2 * c) * hxf i + c ^ 2 * flat_sq (k := k) i
      _ = _ := by
          rw [Finset.sum_add_distrib, Finset.sum_sub_distrib, ← Finset.mul_sum,
            ← Finset.mul_sum, h1, sum_flat_one hk]
  have hs : (∑ j, x j) / (k : ℝ) * k = ∑ j, x j := div_mul_cancel₀ _ hk0
  rw [h]
  linear_combination ((∑ j, x j) / (k : ℝ)) * hs
```

## The lowest energy is $-k$

The left side above is not negative, so $S^2\le k$ and $\langle H\rangle\ge-k$. The state $u/\sqrt k$ has $S=\sqrt k$ and reaches the bound. `IsLeast` states both facts: $-k$ is a lower bound, and some trial state has this energy.

```lean
/-- For `1 ≤ k ≤ n`, the lowest energy in the span of the first `k` unit vectors is `-k`. -/
theorem lowest_energy (h0 : 0 < k) (hk : k ≤ n) :
    IsLeast (expect (hamiltonian n) '' trialStates n k) (-(k : ℝ)) := by
  have hkp : (0 : ℝ) < k := by exact_mod_cast h0
  have hr : √(k : ℝ) ^ 2 = k := Real.sq_sqrt hkp.le
  constructor
  · -- the uniform state attains the bound
    refine ⟨fun i => flat n k i / √(k : ℝ), ⟨fun i hi => ?_, ?_⟩, ?_⟩
    · simp [flat, not_lt_of_ge hi]
    · change ∑ i, flat n k i / √(k : ℝ) * (flat n k i / √(k : ℝ)) = 1
      simp only [div_mul_div_comm, flat_sq, Real.mul_self_sqrt hkp.le]
      rw [← Finset.sum_div, sum_flat_one hk, div_self hkp.ne']
    · rw [expect_hamiltonian, ← Finset.sum_div, sum_flat_one hk, div_pow, hr, sq,
        mul_div_cancel_right₀ _ hkp.ne']
  · rintro _ ⟨x, hx, rfl⟩
    have h := deviation h0 hk hx
    have hn : 0 ≤ 1 - (∑ j, x j) ^ 2 / (k : ℝ) :=
      h ▸ Finset.sum_nonneg fun i _ => sq_nonneg _
    have h2 := (div_le_iff₀ hkp).1 (sub_nonneg.1 hn)
    rw [expect_hamiltonian]
    linarith
```

## The ground state is uniform

A ground state has $S^2=k$, so its squared distance from $cu$ is zero. A sum of squares vanishes only if each term does (`hz`), which gives $x=cu$ with $c^2=1/k$. Therefore

$$\langle D\rangle=\sum_i d_ic^2u_i=\frac1k\sum_{j<k}d_j=m.$$

The sign of $c$ remains free and has no effect.

```lean
/-- For `1 ≤ k ≤ n`, every ground state in the `k`-th basis gives a diagonal perturbation the
mean of its first `k` entries as expectation value. -/
theorem ground_expect (h0 : 0 < k) (hk : k ≤ n) (d : ℕ → ℝ) {x : Fin n → ℝ}
    (hx : IsGround (hamiltonian n) k x) :
    expect (perturbation n d) x = runningMean d k := by
  have hkp : (0 : ℝ) < k := by exact_mod_cast h0
  obtain ⟨⟨y, hy, hye⟩, hl⟩ := lowest_energy h0 hk
  have hE : expect (hamiltonian n) x = -(k : ℝ) :=
    le_antisymm (hye ▸ hx.2 y hy) (hl ⟨x, hx.1, rfl⟩)
  rw [expect_hamiltonian] at hE
  have hs : (∑ j, x j) ^ 2 = (k : ℝ) := by linarith
  have hdev := deviation h0 hk hx.1
  rw [hs, div_self hkp.ne', sub_self] at hdev
  obtain ⟨c, hc⟩ : ∃ c, c = (∑ j, x j) / (k : ℝ) := ⟨_, rfl⟩
  rw [← hc] at hdev
  -- no deviation is left, so the state is uniform
  have hz : ∀ i, x i - c * flat n k i = 0 := fun i =>
    (pow_eq_zero_iff two_ne_zero).1
      ((Finset.sum_eq_zero_iff_of_nonneg (fun i _ => sq_nonneg _)).1 hdev i (Finset.mem_univ i))
  have hc2 : c ^ 2 = 1 / k := by
    rw [hc, div_pow, hs]
    field_simp
  rw [expect_perturbation]
  calc _ = ∑ i : Fin n, c ^ 2 * (d i * flat n k i) :=
        Finset.sum_congr rfl fun i _ => by
          linear_combination (d i * (x i + c * flat n k i)) * hz i
            + d i * c ^ 2 * flat_sq (k := k) i
    _ = _ := by
        rw [← Finset.mul_sum, sum_flat d hk, hc2, runningMean]
        ring
```

## A lower bound for the perturbed energy

Now let $x$ be any trial state, and set $y_i=x_i-cu_i$ and $z_i=x_i+cu_i$. The distance formula gives $k\sum_iy_i^2=k-S^2$, so $\langle H\rangle=-k+k\sum_iy_i^2$. Since $y_iz_i=x_i^2-c^2u_i$ and $\sum_i(d_i-m)u_i=0$,

$$\sum_i(d_i-m)\,y_iz_i=\langle D\rangle-m,$$

which is `hfirst`. Together,

$$\langle H+tD\rangle=-k+tm+\sum_i\left[k\,y_i^2+t(d_i-m)\,y_iz_i\right].$$

Normalization gives $|x_i|\le1$, and $c^2k\le1$ gives $|c|\le1$, so $z_i^2\le4$. With $k\ge1$,

$$k\,y_i^2+t(d_i-m)y_iz_i+t^2(d_i-m)^2\ \ge\ \left(y_i+\tfrac12t(d_i-m)z_i\right)^2\ \ge\ 0.$$

Summing over $i$ (`hpos`) yields $\langle H+tD\rangle\ge-k+tm-Ct^2$ with $C=\sum_{i<n}(d_i-m)^2$. The square on the right is the first hint passed to `nlinarith`.

```lean
/-- For `1 ≤ k ≤ n`, the energy of any trial state under `H + t D` lies above the first-order
energy `-k + t · mean` up to a term quadratic in `t`. -/
theorem second_order_bound (h0 : 0 < k) (hk : k ≤ n) (d : ℕ → ℝ) (t : ℝ)
    {x : Fin n → ℝ} (hx : x ∈ trialStates n k) :
    -(k : ℝ) + t * runningMean d k - t ^ 2 * ∑ i : Fin n, (d i - runningMean d k) ^ 2
      ≤ expect (hamiltonian n + t • perturbation n d) x := by
  have hk1 : (1 : ℝ) ≤ k := by exact_mod_cast h0
  have hk0 : (k : ℝ) ≠ 0 := by positivity
  have h1 : ∑ i, x i * x i = 1 := hx.2
  have hdev := deviation h0 hk hx
  have hm : ∑ j ∈ range k, d j = k * runningMean d k := by
    rw [runningMean, mul_div_cancel₀ _ hk0]
  obtain ⟨m, hmm⟩ : ∃ m, m = runningMean d k := ⟨_, rfl⟩
  obtain ⟨c, hc⟩ : ∃ c, c = (∑ j, x j) / (k : ℝ) := ⟨_, rfl⟩
  have hs : ∑ j, x j = c * k := by rw [hc, div_mul_cancel₀ _ hk0]
  rw [← hc, hs] at hdev
  have hq : (c * k) ^ 2 / (k : ℝ) = c ^ 2 * k := by field_simp
  rw [hq] at hdev
  rw [← hmm] at hm ⊢
  have hn : 0 ≤ 1 - c ^ 2 * (k : ℝ) := hdev ▸ Finset.sum_nonneg fun i _ => sq_nonneg _
  have hc1 : c ^ 2 ≤ 1 := by nlinarith [mul_nonneg (sq_nonneg c) (sub_nonneg.2 hk1)]
  -- first-order change, factored through the deviation from the uniform vector
  have hfirst : ∑ i : Fin n, (d i - m) * ((x i - c * flat n k i) * (x i + c * flat n k i))
      = (∑ i : Fin n, d i * x i ^ 2) - m := by
    calc _ = ∑ i : Fin n, (d i * x i ^ 2 - m * (x i * x i) - c ^ 2 * (d i * flat n k i)
            + c ^ 2 * m * flat n k i) :=
          Finset.sum_congr rfl fun i _ => by
            linear_combination (-(d i - m) * c ^ 2) * flat_sq (k := k) i
      _ = _ := by
          rw [Finset.sum_add_distrib, Finset.sum_sub_distrib, Finset.sum_sub_distrib,
            ← Finset.mul_sum, ← Finset.mul_sum, ← Finset.mul_sum, h1, sum_flat d hk,
            sum_flat_one hk, hm]
          ring
  -- complete the square in each component
  have hpos : 0 ≤ ∑ i : Fin n, (k * (x i - c * flat n k i) ^ 2
      + t * ((d i - m) * ((x i - c * flat n k i) * (x i + c * flat n k i)))
      + t ^ 2 * (d i - m) ^ 2) := by
    refine Finset.sum_nonneg fun i _ => ?_
    have hx1 : x i * x i ≤ 1 :=
      h1 ▸ Finset.single_le_sum (f := fun j => x j * x j)
        (fun j _ => mul_self_nonneg (x j)) (Finset.mem_univ i)
    have hp : (c * flat n k i) ^ 2 ≤ 1 := by
      unfold flat
      split_ifs
      · rw [mul_one]
        exact hc1
      · norm_num
    have hz : 0 ≤ 4 - (x i + c * flat n k i) ^ 2 := by
      nlinarith [sq_nonneg (x i - c * flat n k i)]
    generalize x i - c * flat n k i = y at *
    generalize x i + c * flat n k i = z at *
    nlinarith [sq_nonneg (y + t * (d i - m) * z / 2),
      mul_nonneg (sq_nonneg (t * (d i - m))) hz,
      mul_nonneg (sub_nonneg.2 hk1) (sq_nonneg y)]
  rw [Finset.sum_add_distrib, Finset.sum_add_distrib, ← Finset.mul_sum, ← Finset.mul_sum,
    ← Finset.mul_sum, hdev, hfirst] at hpos
  rw [expect_add_smul, expect_hamiltonian, expect_perturbation, hs]
  linarith
```

## The energy derivative

The lower bound holds for every trial state and so for the infimum. The unperturbed ground state, used as a trial state for $H+tD$, gives the upper bound:

$$-k+tm-Ct^2\le E_k(t)\le-k+tm.$$

At $t=0$ this fixes $E_k(0)=-k$. Hence $|E_k(t)-E_k(0)-tm|\le Ct^2$, and $E_k'(0)=m$. The code passes the same estimate to the little-o form of the derivative. This is the Hellmann–Feynman equality for the present family at $t=0$, obtained directly from the two bounds; the general theorem is neither used nor proved.

```lean
/-- For `1 ≤ k ≤ n`, the variational energy of `H + t D` in the `k`-th basis has at `t = 0` the
mean of the first `k` entries of `D` as derivative. -/
theorem energy_derivative (h0 : 0 < k) (hk : k ≤ n) (d : ℕ → ℝ) :
    HasDerivAt (fun t : ℝ => energy (hamiltonian n + t • perturbation n d) k)
      (runningMean d k) 0 := by
  obtain ⟨⟨u, hu, hue⟩, hl⟩ := lowest_energy h0 hk
  have hg : IsGround (hamiltonian n) k u := ⟨hu, fun y hy => hue ▸ hl ⟨y, hy, rfl⟩⟩
  obtain ⟨C, hC⟩ : ∃ C, C = ∑ i : Fin n, (d i - runningMean d k) ^ 2 := ⟨_, rfl⟩
  have hC0 : 0 ≤ C := hC ▸ Finset.sum_nonneg fun i _ => sq_nonneg _
  have hlow : ∀ t : ℝ, ∀ e ∈ expect (hamiltonian n + t • perturbation n d) '' trialStates n k,
      -(k : ℝ) + t * runningMean d k - t ^ 2 * C ≤ e := by
    rintro t _ ⟨x, hx, rfl⟩
    rw [hC]
    exact second_order_bound h0 hk d t hx
  have hlo : ∀ t : ℝ, -(k : ℝ) + t * runningMean d k - t ^ 2 * C
      ≤ energy (hamiltonian n + t • perturbation n d) k := fun t =>
    le_csInf ⟨_, u, hu, rfl⟩ (hlow t)
  -- the unperturbed ground state serves as trial state
  have hup : ∀ t : ℝ, energy (hamiltonian n + t • perturbation n d) k
      ≤ -(k : ℝ) + t * runningMean d k := fun t => by
    have h := csInf_le ⟨_, hlow t⟩ ⟨u, hu, rfl⟩
    rwa [expect_add_smul, hue, ground_expect h0 hk d hg] at h
  have hsq : (fun t : ℝ => t ^ 2) =o[𝓝 0] fun t : ℝ => t :=
    Asymptotics.isLittleO_pow_id one_lt_two
  rw [hasDerivAt_iff_isLittleO_nhds_zero]
  refine Asymptotics.IsBigO.trans_isLittleO
    (Asymptotics.IsBigO.of_bound C (Filter.Eventually.of_forall fun t => ?_)) hsq
  simp only [zero_add, smul_eq_mul, Real.norm_eq_abs, abs_of_nonneg (sq_nonneg t)]
  have hCt : 0 ≤ C * t ^ 2 := mul_nonneg hC0 (sq_nonneg t)
  rw [abs_le]
  constructor <;> linarith [hlo t, hup t, hlo 0, hup 0]
```

## Entries that produce a prescribed force

Given real numbers $f_1,f_2,\dots$, choose $d_j=(j+1)f_{j+1}-jf_j$. The sum telescopes,

$$\sum_{j<k}d_j=kf_k,$$

so the running mean is $f_k$. The code proves this by induction in `hsum`. Its sequence `f` also has a term `f 0`, which is multiplied by zero and has no influence.

In the final theorem `∃ d` stands before `∀ n k`, so a single sequence of entries serves every dimension and every basis size with $1\le k\le n$. For each such pair three statements hold: the lowest energy of $H$ is $-k$, every ground state has $\langle D\rangle=f_k$, and $E_k'(0)=f_k$. The force, minus the energy derivative, is $-f_k$. The first statement also guarantees that a ground state exists.

```lean
/-- For any real sequence `f` there is a diagonal perturbation `D` such that, for all
`1 ≤ k ≤ n`, the lowest energy of `H` in the `k`-th basis is `-k`, while the ground-state
expectation of `D` and the energy derivative along `D` both equal `f k`. -/
theorem arbitrary_forces (f : ℕ → ℝ) :
    ∃ d : ℕ → ℝ, ∀ n k : ℕ, 0 < k → k ≤ n →
      IsLeast (expect (hamiltonian n) '' trialStates n k) (-(k : ℝ)) ∧
      (∀ x, IsGround (hamiltonian n) k x → expect (perturbation n d) x = f k) ∧
      HasDerivAt (fun t : ℝ => energy (hamiltonian n + t • perturbation n d) k) (f k) 0 := by
  refine ⟨fun j => ((j : ℝ) + 1) * f (j + 1) - j * f j, fun n k h0 hk => ?_⟩
  -- the partial sums telescope
  have hsum : ∀ m : ℕ, ∑ j ∈ range m, (((j : ℝ) + 1) * f (j + 1) - j * f j) = m * f m := by
    intro m
    induction m with
    | zero => simp
    | succ m ih =>
      rw [Finset.sum_range_succ, ih]
      push_cast
      ring
  have hk0 : (k : ℝ) ≠ 0 := by positivity
  have hm : runningMean (fun j => ((j : ℝ) + 1) * f (j + 1) - j * f j) k = f k := by
    rw [runningMean, hsum, mul_div_cancel_left₀ _ hk0]
  refine ⟨lowest_energy h0 hk, fun x hx => ?_, ?_⟩
  · rw [ground_expect h0 hk _ hx, hm]
  · have h := energy_derivative h0 hk (fun j => ((j : ℝ) + 1) * f (j + 1) - j * f j)
    rwa [hm] at h

end

end ForceVersusBasisSize
```

The theorem concerns real trial vectors and one specific Hamiltonian. Its energy keeps falling until the basis is complete at $k=n$, so the model doesn't describe a calculation whose energy has already levelled off. Nor is the size of $D$ limited: for $f_k=(-1)^k$ the entry $d_j$ has magnitude $2j+1$, so the largest entry grows with the dimension.

```lean
#print axioms ForceVersusBasisSize.arbitrary_forces
```

```
'ForceVersusBasisSize.arbitrary_forces' depends on axioms: [propext, Classical.choice, Quot.sound]
```
